# The hypervirial relation for rapidly decaying eigenfunctions in a polynomial potential

A particle moves on a line in a potential \(V(x)\), in units with \(\hbar=m=1\). Its bound states obey

\[
-\tfrac12\psi''+V\psi=E\psi .
\]

The averages of powers of \(x\) in such a state satisfy exact relations that can be found without solving for \(\psi\). Here \(V\) is a real polynomial, \(E\) a real number and \(\psi\) a real Schwartz function: it is smooth, and it and all its derivatives decay faster than any inverse power of \(x\).

In Lean 4 with Mathlib:

```lean
import Mathlib

open MeasureTheory Polynomial

namespace Hypervirial

noncomputable section
```

The Hamiltonian acts on functions pointwise, with `deriv` as the derivative. `V.eval x` is the value \(V(x)\) of the polynomial `V : ℝ[X]`.

```lean
/-- The one-dimensional Hamiltonian `-(1/2) d²/dx² + V` in atomic units, applied to `ψ`. -/
def hamiltonian (V : ℝ[X]) (ψ : ℝ → ℝ) (x : ℝ) : ℝ :=
  -(1 / 2) * deriv (deriv ψ) x + V.eval x * ψ x
```

The eigenvalue equation is required at every point \(x\).

```lean
/-- The stationary Schrödinger equation `H ψ = E ψ` for a real Schwartz function `ψ`. -/
def SolvesSchrodinger (V : ℝ[X]) (E : ℝ) (ψ : SchwartzMap ℝ ℝ) : Prop :=
  ∀ x, hamiltonian V ψ x = E * ψ x
```

Bound states on a line can be chosen real, so real \(\psi\) is no physical restriction. That a square-integrable eigenfunction of a confining polynomial potential is a Schwartz function is the step from physics to model that the hypotheses take for granted. The existence of \(\psi\) is likewise an input.

Moments are not normalised:

\[
M_n=\int x^n\psi^2\,dx,\qquad \langle x^n\rangle=M_n/M_0\quad(\psi\neq0).
\]

```lean
/-- The unnormalised position moment, the integral of `x ^ n * ψ ^ 2`. -/
def moment (ψ : SchwartzMap ℝ ℝ) (n : ℕ) : ℝ := ∫ x : ℝ, x ^ n * ψ x ^ 2
```

The example treated below is the quartic oscillator \(V=\tfrac12x^2+gx^4\), with unit frequency and a real coupling \(g\). The theorems allow either sign of \(g\), but they have content only for \(g\ge0\): for \(g<0\) the potential is unbounded below, nonzero solutions oscillate with an amplitude that falls only like \(1/|x|\), and the only Schwartz solution is \(\psi=0\).

```lean
/-- The quartic anharmonic potential `x² / 2 + g x⁴`. -/
def anharmonic (g : ℝ) : ℝ[X] := C (1 / 2) * X ^ 2 + C g * X ^ 4
```

## Decay and the first-order system

Every integral below has the form \(\int p\,\varphi\chi\,dx\), with \(p\) a polynomial and \(\varphi,\chi\) Schwartz functions. If \(|\chi|\le K\), then for a monomial

\[
|a x^n\varphi\chi|\le |a|K\,|x^n\varphi| ,
\]

and the right side is integrable because \(\varphi\) decays faster than any power. Sums of monomials follow by linearity.

```lean
/-- A polynomial times a product of two Schwartz functions is integrable. -/
theorem integrable_poly (p : ℝ[X]) (φ χ : SchwartzMap ℝ ℝ) :
    Integrable (fun x : ℝ => p.eval x * (φ x * χ x)) := by
  obtain ⟨K, _, hK⟩ := χ.decay 0 0
  have hχ : ∀ x, |χ x| ≤ K := fun x => by simpa using hK x
  induction p using Polynomial.induction_on' with
  | add p q hp hq =>
    exact (hp.add hq).congr (.of_forall fun x => by simp [add_mul])
  | monomial n a =>
    -- one factor is bounded, the other decays faster than any power
    refine ((φ.integrable_pow_mul volume n).const_mul (|a| * K)).mono' ?_
      (.of_forall fun x => ?_)
    · exact ((Polynomial.continuous _).mul
        (φ.continuous.mul χ.continuous)).aestronglyMeasurable
    · simp only [eval_monomial, Real.norm_eq_abs, abs_mul, abs_pow]
      calc |a| * |x| ^ n * (|φ x| * |χ x|)
          = |a| * (|x| ^ n * |φ x|) * |χ x| := by ring
        _ ≤ |a| * (|x| ^ n * |φ x|) * K :=
          mul_le_mul_of_nonneg_left (hχ x) (by positivity)
        _ = |a| * K * (|x| ^ n * |φ x|) := by ring
```

The induction on `p` has these two cases, sum and monomial, and the `calc` block is the displayed bound.

Now put \(\varphi=\psi'\), which is again a Schwartz function. The Schrödinger equation becomes

\[
\psi'=\varphi,\qquad \varphi'=2(V-E)\psi .
\]

```lean
/-- The Schrödinger equation as a first-order system: `ψ' = φ` and `φ' = 2 (V - E) ψ`,
with `φ` again a Schwartz function. -/
theorem first_order_system {V : ℝ[X]} {E : ℝ} {ψ : SchwartzMap ℝ ℝ}
    (h : SolvesSchrodinger V E ψ) :
    ∃ φ : SchwartzMap ℝ ℝ, (∀ x, φ x = deriv ψ x) ∧ (∀ x, HasDerivAt ψ (φ x) x) ∧
      ∀ x, HasDerivAt φ (2 * (V.eval x - E) * ψ x) x := by
  obtain ⟨φ, hφ⟩ : ∃ φ : SchwartzMap ℝ ℝ, ∀ x, φ x = deriv ψ x :=
    ⟨SchwartzMap.derivCLM ℝ ℝ ψ, fun _ => rfl⟩
  have hfun : (φ : ℝ → ℝ) = deriv ψ := funext hφ
  refine ⟨φ, hφ, fun x => ?_, fun x => ?_⟩
  · rw [hφ x]
    exact ψ.differentiableAt.hasDerivAt
  · have hx : -(1 / 2) * deriv (deriv ψ) x + V.eval x * ψ x = E * ψ x := h x
    have hd : HasDerivAt φ (deriv φ x) x := φ.differentiableAt.hasDerivAt
    exact hd.congr_deriv (by rw [hfun]; linear_combination (-2) * hx)
```

Mathlib's derivative map on Schwartz functions, `SchwartzMap.derivCLM`, supplies \(\varphi\). The final `linear_combination` multiplies the eigenvalue equation by \(-2\) to isolate \(\psi''\).

## The relation as a total derivative

Let \(f\) be any real polynomial and set

\[
G=\tfrac12f\varphi^2-\tfrac12f'\psi\varphi+\bigl(\tfrac14f''-f(V-E)\bigr)\psi^2 .
\]

Differentiate the three terms, using the first-order system:

\[
\begin{aligned}
\bigl(\tfrac12f\varphi^2\bigr)'&=\tfrac12f'\varphi^2+2f(V-E)\psi\varphi,\\
\bigl(-\tfrac12f'\psi\varphi\bigr)'&=-\tfrac12f''\psi\varphi-\tfrac12f'\varphi^2-f'(V-E)\psi^2,\\
\bigl((\tfrac14f''-f(V-E))\psi^2\bigr)'&=\bigl(\tfrac14f'''-f'(V-E)-fV'\bigr)\psi^2+\bigl(\tfrac12f''-2f(V-E)\bigr)\psi\varphi .
\end{aligned}
\]

The terms in \(\varphi^2\) and \(\psi\varphi\) cancel, which leaves

\[
G'=\psi^2\bigl(\tfrac14f'''+2f'(E-V)-fV'\bigr).
\]

Since \(G\) vanishes at both ends of the line, \(\int G'\,dx=0\).

```lean
/-- **Hypervirial relation.** For polynomials `V` and `f` and a Schwartz solution `ψ` of
`H ψ = E ψ`, the integral of `ψ² (f''' / 4 + 2 f' (E - V) - f V')` vanishes. -/
theorem hypervirial {V : ℝ[X]} {E : ℝ} {ψ : SchwartzMap ℝ ℝ}
    (h : SolvesSchrodinger V E ψ) (f : ℝ[X]) :
    ∫ x : ℝ, ψ x ^ 2 * ((derivative (derivative (derivative f))).eval x / 4
      + 2 * (derivative f).eval x * (E - V.eval x)
      - f.eval x * (derivative V).eval x) = 0 := by
  obtain ⟨φ, -, hψ, hφ⟩ := first_order_system h
  refine integral_eq_zero_of_hasDerivAt_of_integrable
    (f := fun x => (C (1 / 2) * f).eval x * (φ x * φ x)
      - (C (1 / 2) * derivative f).eval x * (ψ x * φ x)
      + (C (1 / 4) * derivative (derivative f) - f * (V - C E)).eval x * (ψ x * ψ x))
    (fun x => ?_) ?_ ?_
  · -- the integrand is a total derivative
    refine (((((C (1 / 2) * f).hasDerivAt x).fun_mul ((hφ x).fun_mul (hφ x))).fun_sub
      (((C (1 / 2) * derivative f).hasDerivAt x).fun_mul ((hψ x).fun_mul (hφ x)))).fun_add
      (((C (1 / 4) * derivative (derivative f) - f * (V - C E)).hasDerivAt x).fun_mul
        ((hψ x).fun_mul (hψ x)))).congr_deriv ?_
    simp only [derivative_mul, derivative_sub, derivative_C, eval_add, eval_sub, eval_mul,
      eval_C, eval_zero]
    ring
  · refine (integrable_poly (C (1 / 4) * derivative (derivative (derivative f))
      + C 2 * derivative f * (C E - V) - f * derivative V) ψ ψ).congr
      (.of_forall fun x => ?_)
    simp only [eval_add, eval_sub, eval_mul, eval_C]
    ring
  · exact ((integrable_poly _ φ φ).sub (integrable_poly _ ψ φ)).add (integrable_poly _ ψ ψ)
```

In words: for every polynomial `f` and every Schwartz solution `ψ`, the integral of \(G'\) is zero, with no normalisation needed. The proof applies a Mathlib theorem by which the derivative of a function integrates to zero when both are integrable. Its named argument, also written `f`, is \(G\) and not the polynomial. The first bullet computes \(G'\) by the product rule and cancels terms with `ring`; the other two obtain the integrability of \(G'\) and \(G\) from `integrable_poly`.

## Kinetic energy and the virial theorem

The same method gives the kinetic energy. Take

\[
G=\tfrac12x\varphi^2+\tfrac12\psi\varphi-x(V-E)\psi^2 .
\]

Its derivative is

\[
\begin{aligned}
G'={}&\tfrac12\varphi^2+2x(V-E)\psi\varphi+\tfrac12\varphi^2+(V-E)\psi^2\\
&-(V-E)\psi^2-xV'\psi^2-2x(V-E)\psi\varphi\\
={}&\varphi^2-xV'\psi^2 ,
\end{aligned}
\]

so \(\int\psi'^2\,dx=\int xV'\psi^2\,dx\). Dividing by \(M_0\) for nonzero \(\psi\) gives the usual form \(2\langle T\rangle=\langle xV'\rangle\), where \(T\) is the kinetic energy.

```lean
/-- **Virial theorem.** For a Schwartz solution of `H ψ = E ψ` with polynomial `V`, the integral of
`ψ'²` equals the integral of `x V' ψ²`. For normalised `ψ` the former is twice the mean kinetic
energy. -/
theorem virial {V : ℝ[X]} {E : ℝ} {ψ : SchwartzMap ℝ ℝ} (h : SolvesSchrodinger V E ψ) :
    ∫ x : ℝ, deriv ψ x ^ 2 = ∫ x : ℝ, x * (derivative V).eval x * ψ x ^ 2 := by
  obtain ⟨φ, hd, hψ, hφ⟩ := first_order_system h
  have i1 : Integrable (fun x : ℝ => deriv ψ x ^ 2) :=
    (integrable_poly 1 φ φ).congr (.of_forall fun x => by
      simp only [← hd x, eval_one]
      ring)
  have i2 : Integrable (fun x : ℝ => x * (derivative V).eval x * ψ x ^ 2) :=
    (integrable_poly (X * derivative V) ψ ψ).congr (.of_forall fun x => by
      simp only [eval_mul, eval_X]
      ring)
  rw [← sub_eq_zero, ← integral_sub i1 i2]
  refine integral_eq_zero_of_hasDerivAt_of_integrable
    (f := fun x => (C (1 / 2) * X : ℝ[X]).eval x * (φ x * φ x)
      + (C (1 / 2) : ℝ[X]).eval x * (ψ x * φ x) - (X * (V - C E)).eval x * (ψ x * ψ x))
    (fun x => ?_) (i1.sub i2) ?_
  · refine (((((C (1 / 2) * X : ℝ[X]).hasDerivAt x).fun_mul
      ((hφ x).fun_mul (hφ x))).fun_add
      (((C (1 / 2) : ℝ[X]).hasDerivAt x).fun_mul ((hψ x).fun_mul (hφ x)))).fun_sub
      (((X * (V - C E)).hasDerivAt x).fun_mul ((hψ x).fun_mul (hψ x)))).congr_deriv ?_
    simp only [← hd x, derivative_mul, derivative_sub, derivative_C, derivative_X, eval_add,
      eval_sub, eval_mul, eval_C, eval_X, eval_zero, eval_one]
    ring
  · exact ((integrable_poly _ φ φ).add (integrable_poly _ ψ φ)).sub (integrable_poly _ ψ ψ)
```

The code moves both integrals to one side, merges them with `integral_sub`, and treats the result as the integral of \(G'\).

## Moments of the quartic oscillator

When \(V\) and \(f\) are polynomials, the hypervirial relation is a linear relation between moments. Four terms are enough here:

\[
\int(ax^i+bx^j+cx^k+dx^l)\psi^2\,dx=aM_i+bM_j+cM_k+dM_l .
\]

```lean
/-- The integral of a four-term polynomial against `ψ²` is the same combination of moments. -/
theorem integral_comb (ψ : SchwartzMap ℝ ℝ) (a b c d : ℝ) (i j k l : ℕ) :
    ∫ x : ℝ, (a * (x ^ i * ψ x ^ 2) + b * (x ^ j * ψ x ^ 2) + c * (x ^ k * ψ x ^ 2)
      + d * (x ^ l * ψ x ^ 2))
      = a * moment ψ i + b * moment ψ j + c * moment ψ k + d * moment ψ l := by
  have I : ∀ (r : ℝ) (m : ℕ), Integrable (fun x : ℝ => r * (x ^ m * ψ x ^ 2)) :=
    fun r m => (integrable_poly (C r * X ^ m) ψ ψ).congr (.of_forall fun x => by
      simp only [eval_mul, eval_C, eval_pow, eval_X]
      ring)
  have I2 : Integrable (fun x : ℝ => a * (x ^ i * ψ x ^ 2) + b * (x ^ j * ψ x ^ 2)) :=
    (I a i).add (I b j)
  have I3 : Integrable (fun x : ℝ => a * (x ^ i * ψ x ^ 2) + b * (x ^ j * ψ x ^ 2)
      + c * (x ^ k * ψ x ^ 2)) := I2.add (I c k)
  rw [integral_add I3 (I d l), integral_add I2 (I c k), integral_add (I a i) (I b j)]
  simp only [integral_const_mul, moment]
```

The quartic oscillator has the slope \(V'=x+4gx^3\).

```lean
/-- The slope of the anharmonic potential is `x + 4 g x³`. -/
theorem anharmonic_slope (g x : ℝ) :
    (derivative (anharmonic g)).eval x = x + 4 * g * x ^ 3 := by
  simp only [anharmonic, derivative_add, derivative_C_mul, derivative_X_pow, eval_add,
    eval_mul, eval_C, eval_pow, eval_X, Nat.cast_ofNat]
  ring
```

For \(f=x\) we have \(f'=1\) and \(f'''=0\), so the bracket in the hypervirial relation is

\[
2\bigl(E-\tfrac12x^2-gx^4\bigr)-x(x+4gx^3)=2E-2x^2-6gx^4 .
\]

Integrating against \(\psi^2\) and halving gives \(EM_0=M_2+3gM_4\).

```lean
/-- For a Schwartz solution in the potential `x² / 2 + g x⁴`, the energy and the lowest even
moments obey `E M₀ = M₂ + 3 g M₄`. -/
theorem energy_moment {g E : ℝ} {ψ : SchwartzMap ℝ ℝ}
    (h : SolvesSchrodinger (anharmonic g) E ψ) :
    E * moment ψ 0 = moment ψ 2 + 3 * g * moment ψ 4 := by
  have key := (integral_comb ψ (2 * E) (-2) (-(6 * g)) 0 0 2 4 0).symm.trans
    ((integral_congr_ae (.of_forall fun x => by
      simp only [anharmonic_slope, derivative_X, derivative_one, derivative_zero, eval_one,
        eval_zero, eval_X]
      simp only [anharmonic, eval_add, eval_mul, eval_C, eval_pow, eval_X]
      ring)).trans (hypervirial h X))
  linear_combination key / 2
```

Here `key` says that the combination of moments equals the hypervirial integral, hence zero; the unused fourth coefficient is set to zero.

For \(f=x^{n+3}\), with \(n\ge0\), the three parts of the bracket are

\[
\begin{aligned}
\tfrac14f'''&=\tfrac14(n+1)(n+2)(n+3)x^n,\\
2f'(E-V)&=2(n+3)Ex^{n+2}-(n+3)x^{n+4}-2(n+3)gx^{n+6},\\
-fV'&=-x^{n+4}-4gx^{n+6}.
\end{aligned}
\]

Collecting powers and integrating,

\[
2(n+5)g\,M_{n+6}=\tfrac14(n+1)(n+2)(n+3)M_n+2(n+3)E\,M_{n+2}-(n+4)M_{n+4}.
\]

```lean
/-- **Moment recursion of the quartic oscillator.** For a Schwartz solution in the potential
`x² / 2 + g x⁴`, the energy `E` and the moments of orders `n`, `n + 2` and `n + 4` fix `g` times
that of order `n + 6`. -/
theorem moment_recursion {g E : ℝ} {ψ : SchwartzMap ℝ ℝ}
    (h : SolvesSchrodinger (anharmonic g) E ψ) (n : ℕ) :
    2 * ((n : ℝ) + 5) * g * moment ψ (n + 6)
      = ((n : ℝ) + 1) * (n + 2) * (n + 3) / 4 * moment ψ n
        + 2 * ((n : ℝ) + 3) * E * moment ψ (n + 2) - ((n : ℝ) + 4) * moment ψ (n + 4) := by
  -- the hypervirial relation with f = x ^ (n + 3)
  have key := (integral_comb ψ (((n : ℝ) + 1) * (n + 2) * (n + 3) / 4)
    (2 * ((n : ℝ) + 3) * E) (-((n : ℝ) + 4)) (-(2 * ((n : ℝ) + 5) * g))
    n (n + 2) (n + 4) (n + 6)).symm.trans
    ((integral_congr_ae (.of_forall fun x => by
      simp only [anharmonic_slope, derivative_X_pow_succ, derivative_C_mul, eval_mul, eval_C,
        eval_pow, eval_X]
      simp only [anharmonic, eval_add, eval_mul, eval_C, eval_pow, eval_X]
      push_cast
      ring)).trans (hypervirial h (X ^ (n + 3))))
  linear_combination -key
```

For \(g\neq0\), the values of \(E\), \(M_0\) and \(M_2\) fix \(M_4\) through `energy_moment`, and then every higher even moment through the recursion. The relations do not supply \(E\) and \(M_2\) themselves.

At \(g=0\) the left side vanishes. The case \(n=0\) and the energy relation become

\[
0=\tfrac32M_0+6EM_2-4M_4,\qquad M_2=EM_0 ,
\]

and eliminating \(M_2\) gives \(M_4=\tfrac38(1+4E^2)M_0\).

```lean
/-- For a Schwartz solution in the harmonic potential `x² / 2` with energy `E`, the fourth moment is
`(3/8) (1 + 4 E²)` times the squared norm of `ψ`. -/
theorem harmonic_fourth_moment {E : ℝ} {ψ : SchwartzMap ℝ ℝ}
    (h : SolvesSchrodinger (anharmonic 0) E ψ) :
    moment ψ 4 = 3 / 8 * (1 + 4 * E ^ 2) * moment ψ 0 := by
  have a := moment_recursion h 0
  have b := energy_moment h
  simp only [Nat.cast_zero, zero_add] at a
  linear_combination a / 4 - 3 / 2 * E * b

end

end Hypervirial
```

The closing `linear_combination` carries out this elimination.

```lean
#print axioms Hypervirial.hypervirial
-- 'Hypervirial.hypervirial' depends on axioms: [propext, Classical.choice, Quot.sound]
#print axioms Hypervirial.virial
-- 'Hypervirial.virial' depends on axioms: [propext, Classical.choice, Quot.sound]
#print axioms Hypervirial.harmonic_fourth_moment
-- 'Hypervirial.harmonic_fourth_moment' depends on axioms: [propext, Classical.choice, Quot.sound]
```

## The oscillator ground state and a first-order shift

The harmonic ground state \(\psi=e^{-x^2/2}\) has \(E=\tfrac12\) and \(M_0=\sqrt\pi\). The formula gives

\[
\langle x^4\rangle=\tfrac38(1+1)=\tfrac34,
\]

in agreement with the Gaussian integral \(M_4=\tfrac34\sqrt\pi\). In Rayleigh–Schrödinger theory, which is used here and not formalised, the perturbation \(gx^4\) shifts a harmonic level by \(g\langle x^4\rangle\) to first order. For \(g=0.01\) the ground-state energy therefore moves from \(0.5\) to \(0.5075\) at that order.

## A trial function that violates the relation

The eigenvalue equation cannot be weakened to the condition that \(E\) is the mean energy of \(\psi\). Take \(V=\tfrac12x^2\) and the Schwartz function \(\psi=e^{-x^2}\), which is too narrow to be an eigenfunction. Then \(\langle x^2\rangle=\tfrac14\), and \(\psi'=-2x\psi\) gives \(\langle T\rangle=\tfrac12\cdot4\langle x^2\rangle=\tfrac12\). The mean energy is \(E=\tfrac12+\tfrac18=\tfrac58\). With \(f=x\), the normalised hypervirial integral is

\[
2E-2\langle x^2\rangle=\tfrac54-\tfrac12=\tfrac34\neq0 .
\]

For one particle on a line in a polynomial potential, a nonzero value of this kind thus signals that an approximate wavefunction, taken to be a Schwartz function, and its energy do not solve the Schrödinger equation exactly. A zero value for a single \(f\) does not establish the converse.
